# Negative hopping amplitude out of $\psi_0$ excludes a completely localized Gutzwiller optimum at every finite $U$

For a half-filled paramagnetic band, the Gutzwiller approximation drives the double occupancy to zero at a finite critical repulsion. Without a separate statement about the wave function itself, this can be mistaken for a property of every Gutzwiller state, and an optimisation on a finite cluster that returns $g=0$ may be accepted as physics. For the one-parameter state below, with its energy evaluated exactly, $g=0$ is never optimal on $[0,1]$ at finite $U$, provided that hopping connects the component without double occupancy to the one with a single doubly occupied site by an amplitude with negative real part.

## The state and its energy

Let $E$ be a complex inner-product space, with the inner product conjugate-linear in its first argument. No dimension is fixed, but the operators are linear maps defined on all of $E$, so unbounded operators with a smaller domain are not covered.

```lean
import Mathlib

open Finset Filter Topology

namespace GutzwillerNoLocalization

noncomputable section

variable {E : Type*} [NormedAddCommGroup E] [InnerProductSpace ℂ E]
```

The Hamiltonian is $H=K+UD$, where $K$ is the hopping, $D$ counts doubly occupied sites and $U$ is a real number of either sign. In Lean, $K$ and $D$ are arbitrary linear maps; their self-adjointness enters later as the hypothesis `IsSymmetric`.

```lean
/-- The Hamiltonian `K + U D`: hopping `K` plus repulsion `U` times the double occupancy `D`. -/
def hamiltonian (K D : E →ₗ[ℂ] E) (U : ℝ) : E →ₗ[ℂ] E := K + (U : ℂ) • D
```

Let $\psi_j$ be the component with $j$ doubly occupied sites, so that $D\psi_j=j\psi_j$ for $0\le j\le m$. The Gutzwiller state weights each component by a power of a real parameter $g$:

$$\psi(g)=\sum_{j=0}^{m} g^j\psi_j .$$

The sequence `ψ` is indexed by all natural numbers, but only the entries up to `m` are used. They need not be normalised, nor come from a Slater determinant.

```lean
/-- The Gutzwiller state `∑ g^j ψ_j`, `j = 0, …, m`: the component `ψ_j` is weighted by `g^j`. -/
def trial (ψ : ℕ → E) (m : ℕ) (g : ℝ) : E := ∑ j ∈ range (m + 1), (g : ℂ) ^ j • ψ j
```

Since $\psi(g)$ is not normalised, its energy $E(g)$ (a real number, not to be confused with the space $E$) is the quotient

$$E(g)=\frac{\mathrm{Re}\langle\psi(g),H\psi(g)\rangle}{\langle\psi(g),\psi(g)\rangle}.$$

```lean
/-- The energy `Re⟨φ, H φ⟩ / ⟨φ, φ⟩` of a nonzero state `φ`. -/
def energy (H : E →ₗ[ℂ] E) (φ : E) : ℝ := (inner ℂ φ (H φ)).re / (inner ℂ φ φ).re
```

At $g=0$ every term with $j\ge1$ vanishes and $\psi(0)=\psi_0$. At half filling this is the completely localized state, with one electron on each site. Below half filling $\psi_0$ still has no double occupancy, but electrons can hop onto empty sites. Above half filling some site is always doubly occupied, so $\psi_0=0$.

```lean
/-- At `g = 0` only the component without double occupancy survives. -/
theorem trial_zero (ψ : ℕ → E) (m : ℕ) : trial ψ m 0 = ψ 0 := by
  simp [trial, Finset.sum_range_succ']
```

## Derivatives at $g=0$

By linearity, $H\psi(g)=\sum_j g^jH\psi_j$. The numerator therefore involves only the fixed vectors $H\psi_j$, and no continuity of $H$ is needed.

```lean
private lemma map_trial (H : E →ₗ[ℂ] E) (ψ : ℕ → E) (m : ℕ) (g : ℝ) :
    H (trial ψ m g) = trial (fun j => H (ψ j)) m g := by
  simp only [trial, map_sum, map_smul]
```

The denominator at $g=0$ is $\langle\psi_0,\psi_0\rangle=\|\psi_0\|^2$, which is positive if $\psi_0\neq0$.

```lean
private lemma self_pos {x : E} (hx : x ≠ 0) : 0 < (inner ℂ x x).re := by
  have h : (inner ℂ x x).re = ‖x‖ ^ 2 := inner_self_eq_norm_sq (𝕜 := ℂ) x
  have := norm_pos_iff.2 hx
  rw [h]
  positivity
```

For any vectors $v_j$, the derivative of $\sum_j g^jv_j$ is $\sum_j jg^{j-1}v_j$. At $g=0$ the term $j=0$ has the factor $0$, the terms $j\ge2$ contain a positive power of $0$, and only $v_1$ remains. This needs $m\ge1$. The proof differentiates term by term and singles out $j=1$ with `Finset.sum_eq_single`.

```lean
private lemma trial_deriv (v : ℕ → E) {m : ℕ} (hm : 1 ≤ m) :
    HasDerivAt (fun g : ℝ => trial v m g) (v 1) 0 := by
  have h : ∀ j ∈ range (m + 1), HasDerivAt (fun g : ℝ => (g : ℂ) ^ j • v j)
      (((j : ℂ) * ((0 : ℝ) : ℂ) ^ (j - 1)) • v j) 0 := fun j _ =>
    (hasDerivAt_pow j ((0 : ℝ) : ℂ)).comp_ofReal.smul_const (v j)
  refine (HasDerivAt.fun_sum h).congr_deriv ?_
  rw [Finset.sum_eq_single 1]
  · simp
  · intro j _ hj
    rcases j with _ | _ | k
    · simp
    · exact absurd rfl hj
    · simp
  · intro h1
    exact absurd (Finset.mem_range.2 (by omega)) h1
```

Write $v(g)=\sum_j g^jv_j$ and $w(g)=\sum_j g^jw_j$. The product rule gives

$$\frac{d}{dg}\,\mathrm{Re}\langle v(g),w(g)\rangle\Big|_{g=0}=\mathrm{Re}\langle v_0,w_1\rangle+\mathrm{Re}\langle v_1,w_0\rangle .$$

Both the numerator and the denominator of $E(g)$ have this form.

```lean
private lemma form_deriv (v w : ℕ → E) {m : ℕ} (hm : 1 ≤ m) :
    HasDerivAt (fun g : ℝ => (inner ℂ (trial v m g) (trial w m g)).re)
      ((inner ℂ (v 0) (w 1)).re + (inner ℂ (v 1) (w 0)).re) 0 := by
  have h := HasDerivAt.inner ℂ (trial_deriv v hm) (trial_deriv w hm)
  simp only [trial_zero] at h
  have h2 := Complex.reCLM.hasFDerivAt.comp_hasDerivAt (0 : ℝ) h
  exact h2.congr_deriv (by simp)
```

## Orthogonal sectors keep the state nonzero

If $Dx=ix$ and $Dy=jy$ with integers $i\ne j$, then

$$i\langle x,y\rangle=\langle Dx,y\rangle=\langle x,Dy\rangle=j\langle x,y\rangle,$$

so $(i-j)\langle x,y\rangle=0$ and the inner product vanishes.

```lean
/-- Components with different numbers of doubly occupied sites are orthogonal. -/
theorem sectors_orthogonal {D : E →ₗ[ℂ] E} (hD : D.IsSymmetric) {x y : E} {i j : ℕ}
    (hx : D x = (i : ℂ) • x) (hy : D y = (j : ℂ) • y) (hij : i ≠ j) : inner ℂ x y = 0 := by
  have h := hD x y
  rw [hx, hy, inner_smul_left, inner_smul_right, map_natCast] at h
  have hne : (i : ℂ) - j ≠ 0 := sub_ne_zero.2 (Nat.cast_injective.ne hij)
  exact (mul_eq_zero.1 (by linear_combination h :
    ((i : ℂ) - j) * inner ℂ x y = 0)).resolve_left hne
```

Consequently $\langle\psi_0,\psi(g)\rangle=\langle\psi_0,\psi_0\rangle$ for every $g$. If $\psi(g)$ were zero, the left side would vanish and $\psi_0$ would be zero too.

```lean
/-- If `ψ_0` is nonzero, the Gutzwiller state is nonzero for every `g`. -/
theorem trial_ne_zero {D : E →ₗ[ℂ] E} (hD : D.IsSymmetric) {ψ : ℕ → E} {m : ℕ}
    (hψ : ∀ j ≤ m, D (ψ j) = (j : ℂ) • ψ j) (h0 : ψ 0 ≠ 0) (g : ℝ) : trial ψ m g ≠ 0 := by
  -- the overlap with `ψ 0` does not depend on `g`
  have h : inner ℂ (ψ 0) (trial ψ m g) = inner ℂ (ψ 0) (ψ 0) := by
    rw [trial, inner_sum, Finset.sum_eq_single 0]
    · simp
    · intro j hj hj0
      have hjm : j ≤ m := by have := Finset.mem_range.1 hj; omega
      rw [inner_smul_right,
        sectors_orthogonal hD (hψ 0 (Nat.zero_le m)) (hψ j hjm) (Ne.symm hj0), mul_zero]
    · intro hn
      exact absurd (Finset.mem_range.2 (Nat.succ_pos m)) hn
  intro ht
  rw [ht, inner_zero_right] at h
  exact h0 (inner_self_eq_zero.1 h.symm)
```

## A slope without $U$

Let $\psi_0\neq0$ and $m\ge1$, and write $A(g)$ for the numerator of $E(g)$ and $N(g)$ for its denominator. Orthogonality gives $N'(0)=2\,\mathrm{Re}\langle\psi_0,\psi_1\rangle=0$. In the numerator, $D\psi_0=0$ and $\langle\psi_0,D\psi_1\rangle=\langle\psi_0,\psi_1\rangle=0$, so the repulsion drops out of both cross terms. Since $K$ is self-adjoint, the two remaining terms have the same real part:

$$A'(0)=\mathrm{Re}\langle\psi_0,K\psi_1\rangle+\mathrm{Re}\langle\psi_1,K\psi_0\rangle=2\,\mathrm{Re}\langle\psi_0,K\psi_1\rangle .$$

The quotient rule then yields

$$E'(0)=\frac{A'(0)N(0)-A(0)N'(0)}{N(0)^2}=\frac{2\,\mathrm{Re}\langle\psi_0,K\psi_1\rangle}{\langle\psi_0,\psi_0\rangle}.$$

The repulsion enters the energy only from order $g^2$ on, while hopping can contribute at order $g$. In the proof, `a1` and `a2` are the two cross terms, and `fun_div` is the quotient rule.

```lean
/-- The slope of the Gutzwiller energy at `g = 0` is `2 Re⟨ψ_0, K ψ_1⟩ / ⟨ψ_0, ψ_0⟩`,
whatever the value of `U`. -/
theorem energy_slope {K D : E →ₗ[ℂ] E} (hK : K.IsSymmetric) (hD : D.IsSymmetric)
    {ψ : ℕ → E} {m : ℕ} (hm : 1 ≤ m) (d0 : D (ψ 0) = 0) (d1 : D (ψ 1) = ψ 1)
    (h0 : ψ 0 ≠ 0) (U : ℝ) :
    HasDerivAt (fun g : ℝ => energy (hamiltonian K D U) (trial ψ m g))
      (2 * (inner ℂ (ψ 0) (K (ψ 1))).re / (inner ℂ (ψ 0) (ψ 0)).re) 0 := by
  have n0 := (self_pos h0).ne'
  have o1 : inner ℂ (ψ 0) (ψ 1) = 0 :=
    sectors_orthogonal (i := 0) (j := 1) hD (by simp [d0]) (by simp [d1]) (by norm_num)
  have o2 : inner ℂ (ψ 1) (ψ 0) = 0 := inner_eq_zero_symm.1 o1
  -- the repulsion drops out of both cross terms
  have a1 : (inner ℂ (ψ 0) (hamiltonian K D U (ψ 1))).re = (inner ℂ (ψ 0) (K (ψ 1))).re := by
    simp [hamiltonian, d1, o1]
  have a2 : (inner ℂ (ψ 1) (hamiltonian K D U (ψ 0))).re = (inner ℂ (ψ 0) (K (ψ 1))).re := by
    have e : hamiltonian K D U (ψ 0) = K (ψ 0) := by simp [hamiltonian, d0]
    rw [e, ← hK (ψ 1) (ψ 0), ← inner_conj_symm, Complex.conj_re]
  have h := (form_deriv ψ (fun j => hamiltonian K D U (ψ j)) hm).fun_div
    (form_deriv ψ ψ hm) (by rw [trial_zero]; exact n0)
  simp only [energy, map_trial]
  refine h.congr_deriv ?_
  simp only [trial_zero, a1, a2, o1, o2, Complex.zero_re]
  rw [div_eq_div_iff (pow_ne_zero 2 n0) n0]
  ring
```

## Lower energy at some $g$ between 0 and 1

Now assume $\mathrm{Re}\langle\psi_0,K\psi_1\rangle<0$. Physically, a small admixture of $\psi_1$ with positive weight gains kinetic energy. For a half-filled Fermi sea $\psi=\psi(1)=\sum_j\psi_j$ with $K\psi=\varepsilon\psi$, $\varepsilon<0$ and $\psi_0\ne0$, the condition follows from a short argument that is left informal here: every hop out of $\psi_0$ creates exactly one doubly occupied site, so $\langle\psi_0,K\psi_1\rangle=\langle\psi_0,K\psi\rangle=\varepsilon\|\psi_0\|^2$.

The condition forces $\psi_0\neq0$ and makes $E'(0)$ negative. The difference quotient $(E(g)-E(0))/g$ tends to $E'(0)$, so it is negative for all sufficiently small $g>0$. Choosing such a $g$ below $1$ and multiplying by $g$ gives $E(g)<E(0)$.

The theorem says this for every real $U$, and adds that the trial state is nonzero. In the proof, `hev` holds the negative difference quotients, `hev'` restricts them to positive $g$, and `Ioo_mem_nhdsGT` supplies the bound $g<1$. The value of $g$ may depend on $U$ and on the system; the theorem gives no lower bound on it that is uniform in system size, and so does not settle the thermodynamic limit.

```lean
/-- If `Re⟨ψ_0, K ψ_1⟩ < 0`, then for every real `U` some `g` in `(0,1)` gives a nonzero Gutzwiller
state of lower energy than `ψ_0`. -/
theorem no_complete_localization {K D : E →ₗ[ℂ] E} (hK : K.IsSymmetric) (hD : D.IsSymmetric)
    {ψ : ℕ → E} {m : ℕ} (hm : 1 ≤ m) (hψ : ∀ j ≤ m, D (ψ j) = (j : ℂ) • ψ j)
    (hneg : (inner ℂ (ψ 0) (K (ψ 1))).re < 0) (U : ℝ) :
    ∃ g ∈ Set.Ioo (0 : ℝ) 1, trial ψ m g ≠ 0 ∧
      energy (hamiltonian K D U) (trial ψ m g) < energy (hamiltonian K D U) (ψ 0) := by
  have h0 : ψ 0 ≠ 0 := by
    intro h
    simp [h] at hneg
  have hs := energy_slope hK hD hm (by simpa using hψ 0 (Nat.zero_le m))
    (by simpa using hψ 1 hm) h0 U
  have hlt : 2 * (inner ℂ (ψ 0) (K (ψ 1))).re / (inner ℂ (ψ 0) (ψ 0)).re < 0 :=
    div_neg_of_neg_of_pos (by linarith) (self_pos h0)
  -- difference quotients at small positive `g` are negative
  have hev := (hasDerivAt_iff_tendsto_slope.1 hs).eventually (Iio_mem_nhds hlt)
  have hev' := hev.filter_mono
    (nhdsWithin_mono (0 : ℝ) (fun x (hx : x ∈ Set.Ioi (0 : ℝ)) => ne_of_gt hx))
  obtain ⟨g, hg, hg1⟩ := (hev'.and (Ioo_mem_nhdsGT (zero_lt_one' ℝ))).exists
  refine ⟨g, hg1, trial_ne_zero hD hψ h0 g, ?_⟩
  rw [slope_def_field, sub_zero, div_lt_iff₀ hg1.1, trial_zero] at hg
  linarith
```

The same holds for the optimal parameter. $E(g)$ is continuous, because its denominator never vanishes, so it attains a minimum on the compact interval $[0,1]$. That minimum is no higher than the energy at the $g$ just found, hence strictly below $E(0)$, and the minimiser cannot be $0$. It may be $1$, which is why the theorem places it in `Set.Ioc 0 1`.

```lean
/-- If `Re⟨ψ_0, K ψ_1⟩ < 0`, the Gutzwiller energy attains its minimum over `0 ≤ g ≤ 1` at some `g >
0`, and its minimum lies below the energy of `ψ_0`. -/
theorem optimal_g_pos {K D : E →ₗ[ℂ] E} (hK : K.IsSymmetric) (hD : D.IsSymmetric)
    {ψ : ℕ → E} {m : ℕ} (hm : 1 ≤ m) (hψ : ∀ j ≤ m, D (ψ j) = (j : ℂ) • ψ j)
    (hneg : (inner ℂ (ψ 0) (K (ψ 1))).re < 0) (U : ℝ) :
    ∃ g ∈ Set.Ioc (0 : ℝ) 1,
      energy (hamiltonian K D U) (trial ψ m g) < energy (hamiltonian K D U) (ψ 0) ∧
      ∀ g' ∈ Set.Icc (0 : ℝ) 1, energy (hamiltonian K D U) (trial ψ m g) ≤
        energy (hamiltonian K D U) (trial ψ m g') := by
  have h0 : ψ 0 ≠ 0 := by
    intro h
    simp [h] at hneg
  have ct : ∀ v : ℕ → E, Continuous (fun g : ℝ => trial v m g) := fun v =>
    continuous_finsetSum _ fun j _ => (Complex.continuous_ofReal.pow j).smul continuous_const
  have ci : ∀ v w : ℕ → E,
      Continuous (fun g : ℝ => (inner ℂ (trial v m g) (trial w m g)).re) := fun v w =>
    Complex.continuous_re.comp (continuous_inner.comp ((ct v).prodMk (ct w)))
  have hc : Continuous (fun g : ℝ => energy (hamiltonian K D U) (trial ψ m g)) := by
    simp only [energy, map_trial]
    exact (ci _ _).div (ci _ _) fun g => (self_pos (trial_ne_zero hD hψ h0 g)).ne'
  obtain ⟨g, hg, hmin⟩ := isCompact_Icc.exists_isMinOn
    (Set.nonempty_Icc.2 (zero_le_one' ℝ)) hc.continuousOn
  obtain ⟨s, hs, -, hlow⟩ := no_complete_localization hK hD hm hψ hneg U
  have hlt := lt_of_le_of_lt (isMinOn_iff.1 hmin s ⟨hs.1.le, hs.2.le⟩) hlow
  have hg0 : g ≠ 0 := by
    rintro rfl
    rw [trial_zero] at hlt
    exact lt_irrefl _ hlt
  exact ⟨g, ⟨lt_of_le_of_ne hg.1 (Ne.symm hg0), hg.2⟩, hlt, isMinOn_iff.1 hmin⟩
```

## The Hubbard dimer

For two sites and two electrons, take the space with the covalent singlet and the symmetric ionic singlet as orthonormal basis. The remaining singlet, the antisymmetric ionic one, is not coupled to these two and is left out. With the one-electron hopping matrix element between the two sites written as $-t$, the matrices are

$$K=\begin{pmatrix}0&-2t\\-2t&0\end{pmatrix},\qquad D=\begin{pmatrix}0&0\\0&1\end{pmatrix}.$$

The code takes these matrices as its definition of the dimer and does not derive them from fermion operators.

```lean
/-- Hopping of the two-site Hubbard model between the covalent and the ionic singlet. -/
def dimerHop (t : ℝ) : EuclideanSpace ℂ (Fin 2) →ₗ[ℂ] EuclideanSpace ℂ (Fin 2) where
  toFun x := !₂[-2 * (t : ℂ) * x 1, -2 * (t : ℂ) * x 0]
  map_add' x y := by ext i; fin_cases i <;> simp <;> ring
  map_smul' c x := by ext i; fin_cases i <;> simp <;> ring

/-- Double occupancy of the dimer: 0 in the covalent and 1 in the ionic singlet. -/
def dimerDocc : EuclideanSpace ℂ (Fin 2) →ₗ[ℂ] EuclideanSpace ℂ (Fin 2) where
  toFun x := !₂[0, x 1]
  map_add' x y := by ext i; fin_cases i <;> simp
  map_smul' c x := by ext i; fin_cases i <;> simp
```

The components are $\psi_0=(1,0)$ and $\psi_1=(0,1)$, with $m=1$.

```lean
/-- The covalent singlet for `j = 0` and the ionic singlet for `j ≥ 1`. -/
def dimerState (j : ℕ) : EuclideanSpace ℂ (Fin 2) := if j = 0 then !₂[1, 0] else !₂[0, 1]
```

Both matrices are self-adjoint, the eigenvalue equations hold, and $\langle\psi_0,K\psi_1\rangle=-2t$ is negative for $t>0$. The dimer therefore satisfies every hypothesis of the main theorem.

```lean
/-- The two-site Hubbard model with `t > 0` meets all conditions of the main theorem, `m = 1`. -/
theorem dimer_witness {t : ℝ} (ht : 0 < t) :
    (dimerHop t).IsSymmetric ∧ dimerDocc.IsSymmetric ∧
      (∀ j ≤ 1, dimerDocc (dimerState j) = (j : ℂ) • dimerState j) ∧
      (inner ℂ (dimerState 0) (dimerHop t (dimerState 1))).re < 0 := by
  refine ⟨fun x y => ?_, fun x y => ?_, fun j hj => ?_, ?_⟩
  · have h2 : (starRingEnd ℂ) 2 = 2 := map_ofNat (starRingEnd ℂ) 2
    simp [dimerHop, PiLp.inner_apply, Fin.sum_univ_two, h2]
    ring
  · simp [dimerDocc, PiLp.inner_apply, Fin.sum_univ_two]
  · interval_cases j <;> ext i <;> fin_cases i <;> simp [dimerDocc, dimerState]
  · simp [dimerHop, dimerState, PiLp.inner_apply, Fin.sum_univ_two, ht]
```

The trial state is $(1,g)$, or $(1,g)/\sqrt{1+g^2}$ when normalised. Its numerator is $-2tg-2tg+Ug^2$ and its squared norm is $1+g^2$, so

$$E(g)=\frac{Ug^2-4tg}{1+g^2}.$$

```lean
/-- The Gutzwiller energy of the dimer is `(U g² - 4 t g) / (1 + g²)`. -/
theorem dimer_energy (t U g : ℝ) :
    energy (hamiltonian (dimerHop t) dimerDocc U) (trial dimerState 1 g) =
      (U * g ^ 2 - 4 * t * g) / (1 + g ^ 2) := by
  have h : trial dimerState 1 g = !₂[1, (g : ℂ)] := by
    ext i
    fin_cases i <;> simp [trial, dimerState, Finset.sum_range_succ]
  rw [h, energy]
  congr 1
  · simp [hamiltonian, dimerHop, dimerDocc, PiLp.inner_apply, Fin.sum_univ_two]
    ring
  · simp only [PiLp.inner_apply, Fin.sum_univ_two, RCLike.inner_apply]
    simp
    ring
```

Here $E(0)=0$. For $g>0$ the denominator is positive, so $E(g)<0$ holds exactly when $g(Ug-4t)<0$, that is, when $Ug<4t$. For $t,U>0$ this means $g<4t/U$: the range of favourable $g$ shrinks as $U$ grows but never closes.

```lean
/-- In the dimer a given `g > 0` improves on the covalent singlet exactly when `U g < 4 t`. -/
theorem dimer_threshold (t U : ℝ) {g : ℝ} (hg : 0 < g) :
    energy (hamiltonian (dimerHop t) dimerDocc U) (trial dimerState 1 g) <
      energy (hamiltonian (dimerHop t) dimerDocc U) (dimerState 0) ↔ U * g < 4 * t := by
  rw [← trial_zero dimerState 1, dimer_energy, dimer_energy]
  have hz : (U * (0 : ℝ) ^ 2 - 4 * t * 0) / (1 + (0 : ℝ) ^ 2) = 0 := by norm_num
  have hp : 0 < 1 + g ^ 2 := by positivity
  rw [hz, div_lt_iff₀ hp, zero_mul]
  constructor
  · intro h
    by_contra hc
    nlinarith [mul_nonneg hg.le (sub_nonneg.2 (not_lt.1 hc))]
  · intro h
    nlinarith [mul_pos hg (sub_pos.2 h)]

end

end GutzwillerNoLocalization
```

The dimer also shows what fails without the negative amplitude. Set $t=0$ and $U>0$. All other hypotheses still hold, but $\langle\psi_0,K\psi_1\rangle=0$ and $E(g)=Ug^2/(1+g^2)$, which is positive for every $g>0$. The localized state is then optimal.

```lean
#print axioms GutzwillerNoLocalization.no_complete_localization
#print axioms GutzwillerNoLocalization.optimal_g_pos
#print axioms GutzwillerNoLocalization.dimer_threshold
```

```
'GutzwillerNoLocalization.no_complete_localization' depends on axioms: [propext, Classical.choice, Quot.sound]
'GutzwillerNoLocalization.optimal_g_pos' depends on axioms: [propext, Classical.choice, Quot.sound]
'GutzwillerNoLocalization.dimer_threshold' depends on axioms: [propext, Classical.choice, Quot.sound]
```
